# Removing basis states never lowers the free energy: occupation cutoffs in the finite Bose-Hubbard model

Let H be a Hermitian Hamiltonian matrix in an orthonormal basis and β the inverse temperature, with k_B = 1. The partition function and free energy are

Z(H) = Tr exp(-βH),  F(H) = -log Z(H) / β.

A lattice-boson simulation often limits the number of bosons per site. This keeps a set S of basis states and replaces H by its principal submatrix H_S, the block with both indices in S. The question is in which direction Z and F then move.

Below, A† is the conjugate transpose, Lean's `ᴴ`. The finite types `n` and `m` label the full and the retained basis.

```lean
import Mathlib

open Matrix

namespace OccupationCutoff

noncomputable section

variable {m n : Type*} [Fintype m] [DecidableEq m] [Fintype n] [DecidableEq n]
```

Z is defined as the real part of the trace, so that it is a real number. For Hermitian H nothing is lost, because the trace turns out to be real.

```lean
/-- The partition function `Z = Tr exp(-β H)`, taken as a real number. -/
def partitionFunction (β : ℝ) (H : Matrix n n ℂ) : ℝ :=
  (trace (NormedSpace.exp ((-(β : ℂ)) • H))).re
```

The free energy has its physical meaning for β > 0 and at least one basis state.

```lean
/-- The free energy `F = -log Z / β`, for `β ≠ 0` and `Z > 0`. -/
def freeEnergy (β : ℝ) (H : Matrix n n ℂ) : ℝ :=
  -Real.log (partitionFunction β H) / β
```

The full basis `ι` may be infinite, as it is for bosons whose total number is not fixed, but the retained set S is finite.

```lean
/-- The Hamiltonian `h` restricted to a finite set `S` of basis states. -/
def restrict {ι : Type*} (h : Matrix ι ι ℂ) (S : Finset ι) : Matrix S S ℂ :=
  h.submatrix Subtype.val Subtype.val
```

## Boltzmann factors from the eigenvalues

Write H = U D U†, with U unitary and D the diagonal matrix of eigenvalues λ_j. This is Mathlib's spectral theorem in matrix form.

```lean
/-- A Hermitian matrix is diagonalised by a unitary matrix, with its eigenvalues on the diagonal. -/
theorem spectral_decomposition {H : Matrix n n ℂ} (hH : H.IsHermitian) :
    ∃ U : Matrix n n ℂ, U * Uᴴ = 1 ∧
      H = U * diagonal (fun j => (hH.eigenvalues j : ℂ)) * Uᴴ := by
  refine ⟨hH.eigenvectorUnitary, mem_unitaryGroup_iff.mp hH.eigenvectorUnitary.2, ?_⟩
  have h := hH.spectral_theorem
  rw [Unitary.conjStarAlgAut_apply] at h
  exact h
```

Since exp(-βH) = U exp(-βD) U†, cyclicity of the trace gives

Z(H) = Σ_j exp(-βλ_j).

The proof follows this line: `Matrix.exp_conj` takes U outside the exponential, and `trace_mul_cycle` cancels it.

```lean
/-- For Hermitian `H` the trace of `exp(-β H)` is the real sum of Boltzmann factors over the
eigenvalues. -/
theorem trace_exp_eq_sum (β : ℝ) {H : Matrix n n ℂ} (hH : H.IsHermitian) :
    trace (NormedSpace.exp ((-(β : ℂ)) • H)) =
      ((∑ j, Real.exp (-β * hH.eigenvalues j) : ℝ) : ℂ) := by
  obtain ⟨U, hU, hd⟩ := spectral_decomposition hH
  have hU' : Uᴴ * U = 1 := mul_eq_one_comm.mp hU
  have hinv : U⁻¹ = Uᴴ := inv_eq_right_inv hU
  have hunit : IsUnit U := ⟨⟨U, Uᴴ, hU, hU'⟩, rfl⟩
  -- the exponential series of a function is evaluated entry by entry
  have hexp : ∀ (v : n → ℂ) (j : n), NormedSpace.exp v j = NormedSpace.exp (v j) := by
    intro v j
    have hs : Summable (fun k : ℕ => ((k.factorial : ℂ)⁻¹) • v ^ k) :=
      NormedSpace.expSeries_summable' (𝕂 := ℂ) (x := v)
    rw [NormedSpace.exp_eq_tsum (𝕂 := ℂ), NormedSpace.exp_eq_tsum (𝕂 := ℂ)]
    exact tsum_apply hs
  have hdiag : diagonal (fun j => ((-β * hH.eigenvalues j : ℝ) : ℂ)) =
      (-(β : ℂ)) • diagonal (fun j => (hH.eigenvalues j : ℂ)) := by
    rw [← diagonal_smul]
    congr 1
    funext j
    simp
  have e : (-(β : ℂ)) • H =
      U * diagonal (fun j => ((-β * hH.eigenvalues j : ℝ) : ℂ)) * U⁻¹ := by
    rw [hinv, hdiag, Matrix.mul_smul, Matrix.smul_mul, ← hd]
  -- the trace does not see the change of basis
  rw [e, Matrix.exp_conj _ _ hunit, trace_mul_cycle, hinv, hU', Matrix.one_mul,
    Matrix.exp_diagonal, trace_diagonal, Complex.ofReal_sum]
  refine Finset.sum_congr rfl fun j _ => ?_
  refine (hexp _ j).trans ?_
  rw [← Complex.exp_eq_exp_ℂ, Complex.ofReal_exp]
```

## Overlaps between full and truncated eigenvectors

Let W be a matrix with orthonormal rows, WW† = 1. Then G = W†W satisfies G² = G = G†. Its diagonal entry s = G_jj = Σ_i |W_ij|² therefore obeys

s = Σ_k |G_kj|² ≥ s²,

so s ≤ 1. In Lean, `h1` and `h2` expand the two diagonal entries, and `h4` keeps only the term k = j.

```lean
omit [DecidableEq n] in
/-- If the rows of `W` are orthonormal, the squared moduli in each column sum to at most one. -/
theorem column_weight_le_one (W : Matrix m n ℂ) (hW : W * Wᴴ = 1) (j : n) :
    ∑ i, Complex.normSq (W i j) ≤ 1 := by
  have hG : (Wᴴ * W) * (Wᴴ * W) = Wᴴ * W := by
    calc (Wᴴ * W) * (Wᴴ * W) = Wᴴ * (W * Wᴴ) * W := by simp only [Matrix.mul_assoc]
      _ = Wᴴ * W := by rw [hW, Matrix.mul_one]
  have hGh : (Wᴴ * W)ᴴ = Wᴴ * W := by rw [conjTranspose_mul, conjTranspose_conjTranspose]
  have h1 : (Wᴴ * W) j j = ((∑ i, Complex.normSq (W i j) : ℝ) : ℂ) := by
    rw [Matrix.mul_apply, Complex.ofReal_sum]
    refine Finset.sum_congr rfl fun i _ => ?_
    rw [Complex.normSq_eq_conj_mul_self]
    rfl
  have h2 : ((Wᴴ * W)ᴴ * (Wᴴ * W)) j j =
      ((∑ k, Complex.normSq ((Wᴴ * W) k j) : ℝ) : ℂ) := by
    rw [Matrix.mul_apply, Complex.ofReal_sum]
    refine Finset.sum_congr rfl fun i _ => ?_
    rw [Complex.normSq_eq_conj_mul_self]
    rfl
  rw [hGh, hG, h1] at h2
  have h3 := Complex.ofReal_injective h2
  -- a diagonal entry `s` of a Hermitian projection satisfies `s² ≤ s`
  have h4 : Complex.normSq ((Wᴴ * W) j j) ≤ ∑ k, Complex.normSq ((Wᴴ * W) k j) :=
    Finset.single_le_sum (f := fun k => Complex.normSq ((Wᴴ * W) k j))
      (fun _ _ => Complex.normSq_nonneg _) (Finset.mem_univ j)
  rw [h1, Complex.normSq_ofReal, ← h3] at h4
  nlinarith [h4]
```

Now let H_S have eigenvalues κ_i and eigenvectors in the columns of V. Let P consist of the rows of U that belong to retained states, and set W = V†P, so that W_ij is the overlap of truncated eigenvector i with full eigenvector j. From PP† = 1 and P D P† = H_S it follows that

WW† = 1,  κ_i = Σ_j |W_ij|² λ_j.

Each row of |W_ij|² sums to one, so κ_i is a weighted average of the λ_j. Convexity of the exponential gives

exp(-βκ_i) ≤ Σ_j |W_ij|² exp(-βλ_j).

Summing over i, with c_j = Σ_i |W_ij|², yields

Z(H_S) ≤ Σ_j c_j exp(-βλ_j),  c_j ≤ 1,  Σ_j c_j = |S|.

In the code the injective map `f` selects the retained states, `hev` is the average, and `hjensen` is the convexity step.

The matrix exp(-βH_S) should not be confused with the S block of exp(-βH). The block includes excursions through discarded states, which exp(-βH_S) forbids.

```lean
/-- The partition function on selected distinct basis states is bounded by the Boltzmann factors
of the full Hermitian `H`, with weights at most one that add up to the number of states kept. -/
theorem exists_weights (β : ℝ) {H : Matrix n n ℂ} (hH : H.IsHermitian) (f : m → n)
    (hf : Function.Injective f) :
    ∃ c : n → ℝ, (∀ j, c j ≤ 1) ∧ ∑ j, c j = Fintype.card m ∧
      partitionFunction β (H.submatrix f f) ≤
        ∑ j, c j * Real.exp (-β * hH.eigenvalues j) := by
  have hK : (H.submatrix f f).IsHermitian := hH.submatrix f
  obtain ⟨U, hU, hHd⟩ := spectral_decomposition hH
  obtain ⟨V, hV, hKd⟩ := spectral_decomposition hK
  have hV' : Vᴴ * V = 1 := mul_eq_one_comm.mp hV
  obtain ⟨P, hP⟩ : ∃ P : Matrix m n ℂ, P = U.submatrix f id := ⟨_, rfl⟩
  have hPP : P * Pᴴ = 1 := by
    have h : P * Pᴴ = (U * Uᴴ).submatrix f f := by
      rw [hP]
      rfl
    rw [h, hU, submatrix_one f hf]
  have hPD : P * diagonal (fun j => (hH.eigenvalues j : ℂ)) * Pᴴ = H.submatrix f f := by
    have h : P * diagonal (fun j => (hH.eigenvalues j : ℂ)) * Pᴴ =
        (U * diagonal (fun j => (hH.eigenvalues j : ℂ)) * Uᴴ).submatrix f f := by
      rw [hP]
      rfl
    rw [h, ← hHd]
  -- `W` holds the overlaps between the two sets of eigenvectors
  obtain ⟨W, hWd⟩ : ∃ W : Matrix m n ℂ, W = Vᴴ * P := ⟨_, rfl⟩
  have hWH : Wᴴ = Pᴴ * V := by rw [hWd, conjTranspose_mul, conjTranspose_conjTranspose]
  have hW : W * Wᴴ = 1 := by
    calc W * Wᴴ = Vᴴ * (P * Pᴴ) * V := by rw [hWH, hWd]; simp only [Matrix.mul_assoc]
      _ = 1 := by rw [hPP, Matrix.mul_one, hV']
  have hE : W * diagonal (fun j => (hH.eigenvalues j : ℂ)) * Wᴴ =
      diagonal (fun i => (hK.eigenvalues i : ℂ)) := by
    calc W * diagonal (fun j => (hH.eigenvalues j : ℂ)) * Wᴴ
        = Vᴴ * (P * diagonal (fun j => (hH.eigenvalues j : ℂ)) * Pᴴ) * V := by
          rw [hWH, hWd]; simp only [Matrix.mul_assoc]
      _ = Vᴴ * (V * diagonal (fun i => (hK.eigenvalues i : ℂ)) * Vᴴ) * V := by
          rw [hPD, ← hKd]
      _ = (Vᴴ * V) * diagonal (fun i => (hK.eigenvalues i : ℂ)) * (Vᴴ * V) := by
          simp only [Matrix.mul_assoc]
      _ = _ := by rw [hV', Matrix.one_mul, Matrix.mul_one]
  have hrow : ∀ (d : n → ℝ) (i : m), (W * diagonal (fun j => (d j : ℂ)) * Wᴴ) i i =
      ((∑ j, Complex.normSq (W i j) * d j : ℝ) : ℂ) := by
    intro d i
    rw [Matrix.mul_apply, Complex.ofReal_sum]
    refine Finset.sum_congr rfl fun j _ => ?_
    rw [mul_diagonal, conjTranspose_apply, Complex.ofReal_mul, ← Complex.mul_conj,
      Complex.star_def]
    ring
  have hone : ∀ i, ∑ j, Complex.normSq (W i j) = 1 := by
    intro i
    have h := hrow (fun _ => 1) i
    simp only [Complex.ofReal_one, diagonal_one, Matrix.mul_one, hW, one_apply_eq, mul_one] at h
    exact_mod_cast h.symm
  have hev : ∀ i, hK.eigenvalues i = ∑ j, Complex.normSq (W i j) * hH.eigenvalues j := by
    intro i
    have h := hrow hH.eigenvalues i
    rw [hE, diagonal_apply_eq] at h
    exact Complex.ofReal_injective h
  -- convexity of the exponential, one truncated level at a time
  have hjensen : ∀ i, Real.exp (-β * hK.eigenvalues i) ≤
      ∑ j, Complex.normSq (W i j) * Real.exp (-β * hH.eigenvalues j) := by
    intro i
    have h := convexOn_exp.map_sum_le (t := Finset.univ)
      (w := fun j => Complex.normSq (W i j)) (p := fun j => -β * hH.eigenvalues j)
      (fun _ _ => Complex.normSq_nonneg _) (hone i) (fun _ _ => Set.mem_univ _)
    simp only [smul_eq_mul] at h
    have e : -β * hK.eigenvalues i =
        ∑ j, Complex.normSq (W i j) * (-β * hH.eigenvalues j) := by
      rw [hev i, Finset.mul_sum]
      exact Finset.sum_congr rfl fun j _ => by ring
    rw [e]
    exact h
  refine ⟨fun j => ∑ i, Complex.normSq (W i j), column_weight_le_one W hW, ?_, ?_⟩
  · change ∑ j, ∑ i, Complex.normSq (W i j) = _
    rw [Finset.sum_comm]
    simp [hone]
  · rw [partitionFunction, trace_exp_eq_sum β hK, Complex.ofReal_re]
    refine (Finset.sum_le_sum fun i _ => hjensen i).trans (le_of_eq ?_)
    rw [Finset.sum_comm]
    simp only [Finset.sum_mul]
```

Replacing every c_j by 1 gives Z(H_S) ≤ Z(H), for either sign of β.

```lean
/-- Keeping only selected distinct basis states of a Hermitian `H` never raises the partition
function: `Tr exp(-β H_S) ≤ Tr exp(-β H)` for every real `β`. -/
theorem partitionFunction_submatrix_le (β : ℝ) {H : Matrix n n ℂ} (hH : H.IsHermitian)
    (f : m → n) (hf : Function.Injective f) :
    partitionFunction β (H.submatrix f f) ≤ partitionFunction β H := by
  obtain ⟨c, hc, -, hle⟩ := exists_weights β hH f hf
  rw [partitionFunction.eq_def β H, trace_exp_eq_sum β hH, Complex.ofReal_re]
  exact hle.trans (Finset.sum_le_sum fun j _ =>
    mul_le_of_le_one_left (Real.exp_pos _).le (hc j))
```

If a state has been dropped, the c_j sum to less than the full dimension, so some c_j is below 1. Its Boltzmann factor is positive, and the inequality is strict.

```lean
/-- If at least one basis state of a Hermitian `H` is dropped, the partition function strictly
decreases. -/
theorem partitionFunction_submatrix_lt (β : ℝ) {H : Matrix n n ℂ} (hH : H.IsHermitian)
    (f : m → n) (hf : Function.Injective f) (hcard : Fintype.card m < Fintype.card n) :
    partitionFunction β (H.submatrix f f) < partitionFunction β H := by
  obtain ⟨c, hc, hs, hle⟩ := exists_weights β hH f hf
  -- the weights cannot all equal one, since they add up to the smaller dimension
  have hex : ∃ j, c j < 1 := by
    by_contra! h
    have h1 : (Fintype.card n : ℝ) ≤ ∑ j, c j := by
      calc (Fintype.card n : ℝ) = ∑ _j : n, (1 : ℝ) := by simp
        _ ≤ ∑ j, c j := Finset.sum_le_sum fun j _ => h j
    rw [hs] at h1
    exact absurd (Nat.cast_le.mp h1) (not_le_of_gt hcard)
  obtain ⟨j, hj⟩ := hex
  rw [partitionFunction.eq_def β H, trace_exp_eq_sum β hH, Complex.ofReal_re]
  exact hle.trans_lt (Finset.sum_lt_sum
    (fun k _ => mul_le_of_le_one_left (Real.exp_pos _).le (hc k))
    ⟨j, Finset.mem_univ j, mul_lt_of_lt_one_left (Real.exp_pos _) hj⟩)
```

For nonempty S strictly inside T, this gives 0 < Z(H_S) < Z(H_T). Taking -log and dividing by β > 0 reverses the order:

F(H_T) < F(H_S).

```lean
/-- At `β > 0`, enlarging a nonempty finite set of basis states strictly lowers the free energy
of a Hermitian Hamiltonian restricted to it. -/
theorem freeEnergy_lt_of_ssubset {ι : Type*} [DecidableEq ι] {β : ℝ} (hβ : 0 < β)
    {h : Matrix ι ι ℂ} (hh : h.IsHermitian) {S T : Finset ι} (hS : S.Nonempty) (hST : S ⊂ T) :
    freeEnergy β (restrict h T) < freeEnergy β (restrict h S) := by
  have hHS : (restrict h S).IsHermitian := hh.submatrix _
  have hHT : (restrict h T).IsHermitian := hh.submatrix _
  have hpos : 0 < partitionFunction β (restrict h S) := by
    rw [partitionFunction, trace_exp_eq_sum β hHS, Complex.ofReal_re]
    obtain ⟨x, hx⟩ := hS
    exact Finset.sum_pos (fun _ _ => Real.exp_pos _) ⟨⟨x, hx⟩, Finset.mem_univ _⟩
  have hlt : partitionFunction β (restrict h S) < partitionFunction β (restrict h T) :=
    partitionFunction_submatrix_lt β hHT (fun x : S => (⟨x.1, hST.subset x.2⟩ : T))
      (fun x y hxy => Subtype.ext (congrArg (fun z : T => z.1) hxy))
      (by simpa using Finset.card_lt_card hST)
  exact div_lt_div_of_pos_right (neg_lt_neg (Real.log_lt_log hpos hlt)) hβ
```

## Bosons with a maximum site occupation

The type `L` is the finite set of sites, not a length, and a basis state is an occupation function k : L → ℕ. The operators b†_x and b_x create and remove a boson on site x. The element ⟨k| b†_x b_y |l⟩ equals √(k_x l_y) if k arises from l by moving one boson from y to x, and zero otherwise. The condition is written as k + e_y = l + e_x, where e_x is one boson on site x, which avoids subtracting natural numbers.

```lean
variable {L : Type*} [Fintype L] [DecidableEq L]

/-- The matrix element of `b†_x b_y` between the occupation states `k` (left) and `l` (right). -/
def hop (x y : L) (k l : L → ℕ) : ℝ :=
  if k + Pi.single y 1 = l + Pi.single x 1 then Real.sqrt ((k x : ℝ) * l y) else 0
```

From here on U is the on-site interaction, no longer a unitary matrix. With the number operator n_x = b†_x b_x and chemical potential μ,

H = -Σ_xy J_xy b†_x b_y + Σ_x [U n_x(n_x - 1)/2 - μ n_x].

The sum runs over ordered pairs, and a diagonal J_xx shifts the energy of site x. Complex J allows for hopping phases.

```lean
/-- The Bose-Hubbard Hamiltonian in the occupation basis, with hopping amplitudes `J`, on-site
interaction `U` and chemical potential `μ`. -/
def boseHubbard (J : Matrix L L ℂ) (U μ : ℝ) : Matrix (L → ℕ) (L → ℕ) ℂ :=
  Matrix.of fun k l =>
    (if k = l then ((∑ x, (U / 2 * k x * (k x - 1) - μ * k x) : ℝ) : ℂ) else 0) -
      ∑ x, ∑ y, J x y * (hop x y k l : ℂ)
```

The cutoff M keeps the states with k_x ≤ M on every site.

```lean
/-- The occupation states with at most `M` bosons on every site. -/
def cutoffStates (L : Type*) [Fintype L] [DecidableEq L] (M : ℕ) : Finset (L → ℕ) :=
  Fintype.piFinset fun _ => Finset.range (M + 1)
```

Exchanging k and l exchanges x and y in the hopping element, so J = J† makes H Hermitian entry by entry.

```lean
/-- The Bose-Hubbard Hamiltonian is Hermitian when its hopping matrix is. -/
theorem boseHubbard_isHermitian {J : Matrix L L ℂ} (hJ : J.IsHermitian) (U μ : ℝ) :
    (boseHubbard J U μ).IsHermitian := by
  refine Matrix.IsHermitian.ext fun k l => ?_
  have hsymm : ∀ x y : L, hop x y l k = hop y x k l := by
    intro x y
    unfold hop
    by_cases h : l + Pi.single y 1 = k + Pi.single x 1
    · rw [if_pos h, if_pos h.symm, mul_comm]
    · rw [if_neg h, if_neg (Ne.symm h)]
  have hkin : star (∑ x, ∑ y, J x y * (hop x y l k : ℂ)) =
      ∑ x, ∑ y, J x y * (hop x y k l : ℂ) := by
    simp only [star_sum, star_mul']
    rw [Finset.sum_comm]
    refine Finset.sum_congr rfl fun y _ => Finset.sum_congr rfl fun x _ => ?_
    rw [hJ.apply y x, hsymm, Complex.star_def, Complex.conj_ofReal]
  simp only [boseHubbard, Matrix.of_apply]
  rw [star_sub, hkin]
  congr 1
  by_cases h : k = l
  · subst h
    rw [if_pos rfl, Complex.star_def, Complex.conj_ofReal]
  · rw [if_neg h, if_neg (Ne.symm h), star_zero]
```

Raising M to M' > M adds at least the state with M' bosons on every site. The grand-canonical free energy therefore falls strictly. On a single site, M = 0 leaves only the vacuum, with Z = 1 and F = 0, while M = 1 gives Z = 1 + exp(β(μ + J_xx)) and F < 0.

For exact diagonalisation or world-line Monte Carlo on a finite lattice, this fixes the sign of the change in F between two finite cutoffs at the same β, J, U and μ, before any statistical or time-step error. The limit M → ∞ needs a separate convergence argument; for U < 0, Z diverges.

```lean
/-- On a nonempty finite lattice with Hermitian hopping and at `β > 0`, the grand-canonical
Bose-Hubbard free energy strictly decreases as the maximum site occupation `M` is raised. -/
theorem boseHubbard_freeEnergy_strictAnti [Nonempty L] {β : ℝ} (hβ : 0 < β)
    {J : Matrix L L ℂ} (hJ : J.IsHermitian) (U μ : ℝ) :
    StrictAnti fun M : ℕ => freeEnergy β (restrict (boseHubbard J U μ) (cutoffStates L M)) := by
  intro M M' hM
  have hmem : ∀ (K : ℕ) (k : L → ℕ), k ∈ cutoffStates L K ↔ ∀ x, k x ≤ K := by
    intro K k
    simp [cutoffStates]
  have hsub : cutoffStates L M ⊆ cutoffStates L M' := fun k hk =>
    (hmem M' k).2 fun x => ((hmem M k).1 hk x).trans hM.le
  refine freeEnergy_lt_of_ssubset hβ (boseHubbard_isHermitian hJ U μ)
    ⟨fun _ => 0, (hmem M _).2 fun _ => Nat.zero_le _⟩ ?_
  -- the state with `M'` bosons on every site is new
  exact (Finset.ssubset_iff_of_subset hsub).mpr ⟨fun _ => M', (hmem M' _).2 fun _ => le_rfl,
    fun h => absurd ((hmem M _).1 h (Classical.arbitrary L)) (not_le_of_gt hM)⟩
```

At fixed particle number N the uncut basis is already finite, so the comparison is with the full N-boson model. The inequality is not strict, since a cutoff M ≥ N removes nothing. The proof separates that case of equal sets from a proper restriction. The hypothesis `hne` requires that some state survives: with none, Z = 0 and Lean's convention log 0 = 0 would assign F = 0. The term -μN is included in F on both sides.

```lean
/-- For `N` bosons with Hermitian hopping at `β > 0`, imposing a maximum site occupation `M` that
leaves at least one state never lowers the canonical Bose-Hubbard free energy. -/
theorem boseHubbard_canonical_le {β : ℝ} (hβ : 0 < β) {J : Matrix L L ℂ}
    (hJ : J.IsHermitian) (U μ : ℝ) (N M : ℕ)
    (hne : ((Finset.piAntidiag (Finset.univ : Finset L) N).filter
      fun k => ∀ x, k x ≤ M).Nonempty) :
    freeEnergy β (restrict (boseHubbard J U μ) (Finset.piAntidiag Finset.univ N)) ≤
      freeEnergy β (restrict (boseHubbard J U μ)
        ((Finset.piAntidiag Finset.univ N).filter fun k => ∀ x, k x ≤ M)) := by
  rcases (Finset.filter_subset (fun k : L → ℕ => ∀ x, k x ≤ M)
    (Finset.piAntidiag Finset.univ N)).eq_or_ssubset with h | h
  · rw [h]
  · exact (freeEnergy_lt_of_ssubset hβ (boseHubbard_isHermitian hJ U μ) hne h).le

end

end OccupationCutoff
```

```lean
#print axioms OccupationCutoff.partitionFunction_submatrix_le
-- 'OccupationCutoff.partitionFunction_submatrix_le' depends on axioms: [propext, Classical.choice, Quot.sound]
#print axioms OccupationCutoff.boseHubbard_freeEnergy_strictAnti
-- 'OccupationCutoff.boseHubbard_freeEnergy_strictAnti' depends on axioms: [propext, Classical.choice, Quot.sound]
#print axioms OccupationCutoff.boseHubbard_canonical_le
-- 'OccupationCutoff.boseHubbard_canonical_le' depends on axioms: [propext, Classical.choice, Quot.sound]
```
